# Mulliken populations and Mayer sums are unchanged by invertible basis changes within atoms

Before a population analysis, the basis functions on each atom can be rescaled, orthonormalised among themselves, or rotated to axes that follow a bond. The overlap and density matrices are then transformed, and the populations are computed from the new matrices. This step is safe because an invertible transformation that never mixes functions of different atoms leaves every Mulliken population and every Mayer sum as it was. For a given density operator and a finite set of linearly independent functions, each assigned to an atom, these numbers therefore depend on the space spanned by each atom's functions, and not on the basis chosen for that space.

## From the similarity transformation to the invariance

Let $\chi_i$ be the basis functions, $S$ their overlap matrix and $P$ the one-particle density matrix. Each index $i$ belongs to an atom $a(i)$. The new functions are $\chi'_j=\sum_i\chi_i T_{ij}$ with $T$ invertible, and $\chi'_j$ is assigned to the same atom $a(j)$ as before. The matrices become

$$S'=T^\dagger S T,\qquad P'=T^{-1}P(T^{-1})^\dagger .$$

The second rule keeps the density operator $\sum_{ij}|\chi_i\rangle P_{ij}\langle\chi_j|$ fixed. The Mulliken population of atom $A$ and the Mayer sum of atoms $A$ and $B$ are

$$N_A=\sum_{i\in A}(PS)_{ii},\qquad M_{AB}=\sum_{i\in A}\sum_{j\in B}(PS)_{ij}(PS)_{ji}.$$

For a closed shell with a spin-summed $P$ and $A\neq B$, $M_{AB}$ is the Mayer bond order.

Since $(T^{-1})^\dagger T^\dagger=(TT^{-1})^\dagger=1$, the product of the new matrices is

$$P'S'=T^{-1}P(T^{-1})^\dagger T^\dagger ST=T^{-1}(PS)T .$$

Let $E_A$ be the diagonal matrix with entry 1 for the functions of atom $A$ and 0 for all others. Multiplying by $E_A$ from the left keeps only the rows of atom $A$, so

$$N_A=\operatorname{tr}(E_APS),\qquad M_{AB}=\operatorname{tr}(E_APS\,E_BPS).$$

The selectors also describe the condition on $T$. The $(i,j)$ element of $TE_A$ is $T_{ij}$ if $a(j)=A$ and 0 otherwise; that of $E_AT$ is $T_{ij}$ if $a(i)=A$ and 0 otherwise. If $T$ is block diagonal, the two agree: either $a(i)=a(j)$, or $T_{ij}=0$. Conversely, if they agree for every $A$, take $a(i)\neq a(j)$ and $A=a(i)$. The first element is 0 and the second is $T_{ij}$, hence $T_{ij}=0$. So $T$ is block diagonal exactly when it commutes with every $E_A$.

Cyclicity of the trace now gives

$$N'_A=\operatorname{tr}(E_AT^{-1}PS\,T)=\operatorname{tr}(TE_AT^{-1}PS),$$

$$M'_{AB}=\operatorname{tr}\big((TE_AT^{-1})PS\,(TE_BT^{-1})PS\big).$$

For a block-diagonal $T$, $TE_AT^{-1}=E_ATT^{-1}=E_A$, and both quantities are unchanged.

## Why preserved populations force a block-diagonal transformation

Suppose now that $S$ is invertible and that, for fixed $S$ and $T$, the populations are preserved for every Hermitian $P$. With $K=TE_AT^{-1}-E_A$, the formula for $N'_A$ gives

$$0=N'_A-N_A=\operatorname{tr}(KPS)=\operatorname{tr}(SKP).$$

Write $Y=SK$. For an arbitrary matrix $X$, both $X+X^\dagger$ and $\mathrm i(X-X^\dagger)$ are Hermitian, so

$$\operatorname{tr}(YX)+\operatorname{tr}(YX^\dagger)=0,\qquad \operatorname{tr}(YX)-\operatorname{tr}(YX^\dagger)=0 .$$

Adding these gives $\operatorname{tr}(YX)=0$. If the only nonzero element of $X$ is $X_{ji}=1$, this trace is $Y_{ij}$, and therefore $Y=0$. Cancelling $S$ from $SK=0$ leaves $TE_AT^{-1}=E_A$, and multiplication by $T$ from the right gives $TE_A=E_AT$. As this holds for every atom, $T$ is block diagonal.

## Atoms, matrices and populations in Lean

The type `n` indexes the basis functions and is finite; `α` is the type of atom labels.

```lean
import Mathlib

open Matrix

namespace AtomicBasisChange

noncomputable section

variable {n α : Type*} [Fintype n] [DecidableEq n] [DecidableEq α]
```

The map `atom : n → α` plays the part of $a$. The next definition says that $T_{ij}$ vanishes whenever $i$ and $j$ lie on different atoms. Functions of one atom need not be adjacent in the ordering. Because labels stay with indices, exchanging two functions between atoms counts as mixing.

```lean
/-- A basis change is block diagonal over atoms when it never mixes functions
of different atoms. -/
def IsAtomDiagonal (atom : n → α) (T : Matrix n n ℂ) : Prop :=
  ∀ i j, atom i ≠ atom j → T i j = 0
```

The two transformation rules are those given above, with `ᴴ` for the conjugate transpose.

```lean
/-- The overlap matrix in the new basis, `Tᴴ S T`. -/
def newOverlap (T S : Matrix n n ℂ) : Matrix n n ℂ := Tᴴ * S * T

/-- The density matrix in the new basis, `T⁻¹ P (T⁻¹)ᴴ`. -/
def newDensity (T P : Matrix n n ℂ) : Matrix n n ℂ := T⁻¹ * P * (T⁻¹)ᴴ
```

Populations and Mayer sums are defined by their explicit sums over basis functions, not by traces. Their values are complex numbers, since no reality condition is placed on the matrices.

```lean
/-- The Mulliken population of atom `A`: the sum of `(PS)ᵢᵢ` over its basis functions. -/
def mulliken (atom : n → α) (P S : Matrix n n ℂ) (A : α) : ℂ :=
  ∑ i with atom i = A, (P * S) i i

/-- The Mayer sum of atoms `A` and `B`: the sum of `(PS)ᵢⱼ (PS)ⱼᵢ` over `i` on `A`
and `j` on `B`. -/
def mayer (atom : n → α) (P S : Matrix n n ℂ) (A B : α) : ℂ :=
  ∑ i with atom i = A, ∑ j with atom j = B, (P * S) i j * (P * S) j i
```

The selector is $E_A$.

```lean
/-- The diagonal matrix that selects the basis functions of atom `A`. -/
def selector (atom : n → α) (A : α) : Matrix n n ℂ :=
  Matrix.diagonal fun i => if atom i = A then 1 else 0
```

## The trace formulas and the commutation test

The first theorem is $P'S'=T^{-1}(PS)T$. The hypothesis `IsUnit T.det` says that the determinant of $T$ is nonzero. The auxiliary statement `h` is $(T^{-1})^\dagger T^\dagger=1$, and the `calc` block brings these two factors together and removes them.

```lean
/-- The product of density and overlap changes by a similarity transformation. -/
theorem newDensity_mul_newOverlap {T : Matrix n n ℂ} (hT : IsUnit T.det)
    (P S : Matrix n n ℂ) :
    newDensity T P * newOverlap T S = T⁻¹ * (P * S) * T := by
  have h : (T⁻¹)ᴴ * Tᴴ = 1 := by
    rw [← Matrix.conjTranspose_mul, Matrix.mul_nonsing_inv T hT, Matrix.conjTranspose_one]
  calc newDensity T P * newOverlap T S
      = T⁻¹ * P * ((T⁻¹)ᴴ * Tᴴ) * S * T := by
        simp only [newDensity, newOverlap, Matrix.mul_assoc]
    _ = T⁻¹ * (P * S) * T := by
        rw [h]; simp only [Matrix.mul_one, Matrix.mul_assoc]
```

The sums are then rewritten as traces. For the population, expanding the trace is enough.

```lean
/-- The Mulliken population is the trace of `PS` restricted to the atom. -/
theorem mulliken_eq_trace (atom : n → α) (P S : Matrix n n ℂ) (A : α) :
    mulliken atom P S A = (selector atom A * (P * S)).trace := by
  simp [mulliken, selector, Matrix.trace, Matrix.diagonal_mul, Finset.sum_filter]
```

For the Mayer sum, `ht` writes the trace of a product as a double sum, and `h` records that a selector on the left keeps only the rows of its atom. The final case distinction asks whether $i$ belongs to $A$.

```lean
/-- The Mayer sum of atoms `A` and `B` is the trace of the product of the selector of `A`, `PS`, the
selector of `B` and `PS`, in this order. -/
theorem mayer_eq_trace (atom : n → α) (P S : Matrix n n ℂ) (A B : α) :
    mayer atom P S A B
      = (selector atom A * (P * S) * (selector atom B * (P * S))).trace := by
  have ht : ∀ X Y : Matrix n n ℂ, (X * Y).trace = ∑ i, ∑ j, X i j * Y j i :=
    fun X Y => by simp [Matrix.trace, Matrix.mul_apply]
  have h : ∀ (C : α) (i j : n), (selector atom C * (P * S)) i j
      = if atom i = C then (P * S) i j else 0 :=
    fun C i j => by simp [selector, Matrix.diagonal_mul]
  rw [ht]
  simp only [h, mayer, Finset.sum_filter]
  refine Finset.sum_congr rfl fun i _ => ?_
  by_cases hi : atom i = A <;> simp [hi]
```

The commutation test compares matrix elements, as in the derivation. The forward direction distinguishes whether $i$ and $j$ share an atom; the reverse direction uses the selector of `atom i`.

```lean
/-- A basis change is block diagonal over atoms exactly when it commutes with the
selector of every atom. -/
theorem isAtomDiagonal_iff_commute (atom : n → α) (T : Matrix n n ℂ) :
    IsAtomDiagonal atom T ↔ ∀ A, T * selector atom A = selector atom A * T := by
  constructor
  · intro hT A
    ext i j
    rw [selector, Matrix.mul_diagonal, Matrix.diagonal_mul]
    by_cases h : atom i = atom j
    · rw [h, mul_comm]
    · rw [hT i j h]; simp
  · intro h i j hij
    have h1 := congrFun (congrFun (h (atom i)) i) j
    rw [selector, Matrix.mul_diagonal, Matrix.diagonal_mul] at h1
    simpa [Ne.symm hij] using h1.symm
```

Combining the similarity transformation with cyclicity moves $T$ onto the selector.

```lean
/-- In the new basis the Mulliken population is the trace of the old `PS` with the
transformed selector `T E T⁻¹`. -/
theorem mulliken_new (atom : n → α) {T : Matrix n n ℂ} (hT : IsUnit T.det)
    (P S : Matrix n n ℂ) (A : α) :
    mulliken atom (newDensity T P) (newOverlap T S) A
      = (T * selector atom A * T⁻¹ * (P * S)).trace := by
  rw [mulliken_eq_trace, newDensity_mul_newOverlap hT, ← Matrix.mul_assoc,
    Matrix.trace_mul_comm]
  simp only [Matrix.mul_assoc]
```

## Invariance for arbitrary density and overlap matrices

The following theorem covers all atoms and all pairs of atoms, including $A=B$. It assumes only that $T$ is invertible and block diagonal. $P$ and $S$ are arbitrary complex matrices, so neither Hermiticity, nor a fixed electron number, nor linear independence of the basis functions is used.

In the proof, `hE` is the identity $TE_AT^{-1}=E_A$. The population follows at once. For the Mayer sum, the `calc` block moves the last factor $T$ to the front of the trace, after which both selectors appear in transformed form and `hE` restores them.

```lean
/-- An invertible basis change that is block diagonal over atoms leaves all Mulliken
populations and all Mayer sums unchanged. -/
theorem populations_and_mayer_invariant (atom : n → α) {T : Matrix n n ℂ}
    (hT : IsUnit T.det) (hblock : IsAtomDiagonal atom T) (P S : Matrix n n ℂ) :
    (∀ A, mulliken atom (newDensity T P) (newOverlap T S) A = mulliken atom P S A) ∧
    (∀ A B, mayer atom (newDensity T P) (newOverlap T S) A B = mayer atom P S A B) := by
  -- the selectors are untouched by the basis change
  have hE : ∀ A, T * selector atom A * T⁻¹ = selector atom A := fun A => by
    rw [(isAtomDiagonal_iff_commute atom T).1 hblock A, Matrix.mul_assoc,
      Matrix.mul_nonsing_inv T hT, Matrix.mul_one]
  refine ⟨fun A => ?_, fun A B => ?_⟩
  · rw [mulliken_new atom hT, hE, mulliken_eq_trace]
  · rw [mayer_eq_trace, mayer_eq_trace, newDensity_mul_newOverlap hT]
    -- move the last factor `T` to the front of the trace
    calc (selector atom A * (T⁻¹ * (P * S) * T)
            * (selector atom B * (T⁻¹ * (P * S) * T))).trace
        = ((selector atom A * T⁻¹ * (P * S) * (T * selector atom B * T⁻¹)
            * (P * S)) * T).trace := by simp only [Matrix.mul_assoc]
      _ = ((T * selector atom A * T⁻¹) * (P * S) * ((T * selector atom B * T⁻¹)
            * (P * S))).trace := by
          rw [Matrix.trace_mul_comm]; simp only [Matrix.mul_assoc]
      _ = _ := by rw [hE, hE]
```

## The exact condition for preserving all populations

The converse needs the lemma on traces against Hermitian matrices. Here `h1` and `h2` come from the two Hermitian combinations, `h3` removes the factor $\mathrm i$, and half the sum of `h1` and `h3` gives the vanishing trace for an arbitrary matrix. The last lines insert the matrix with a single nonzero element.

```lean
/-- A matrix whose trace against every Hermitian matrix vanishes is zero. -/
theorem eq_zero_of_trace_hermitian {Y : Matrix n n ℂ}
    (h : ∀ P : Matrix n n ℂ, P.IsHermitian → (Y * P).trace = 0) : Y = 0 := by
  -- split an arbitrary matrix into Hermitian and anti-Hermitian parts
  have hall : ∀ P : Matrix n n ℂ, (Y * P).trace = 0 := fun P => by
    have h1 := h (P + Pᴴ) (by
      rw [Matrix.IsHermitian, Matrix.conjTranspose_add, Matrix.conjTranspose_conjTranspose,
        add_comm])
    have h2 := h (Complex.I • (P - Pᴴ)) (by
      rw [Matrix.IsHermitian, Matrix.conjTranspose_smul, Matrix.conjTranspose_sub,
        Matrix.conjTranspose_conjTranspose, Complex.star_def, Complex.conj_I]
      module)
    rw [Matrix.mul_add, Matrix.trace_add] at h1
    rw [Matrix.mul_smul, Matrix.trace_smul, Matrix.mul_sub, Matrix.trace_sub,
      smul_eq_mul] at h2
    have h3 := (mul_eq_zero.1 h2).resolve_left Complex.I_ne_zero
    linear_combination (h1 + h3) / 2
  ext i j
  have hij := hall (Matrix.of fun a b => if a = j then (if b = i then 1 else 0) else 0)
  simpa [Matrix.trace, Matrix.mul_apply] using hij
```

The equivalence adds the hypothesis `IsUnit S.det`. For a true overlap matrix, this means that the basis functions are linearly independent.

The quantifier over `P` matters. A mixing $T$ can preserve the populations of one particular density matrix; the condition on the left demands preservation for every Hermitian matrix, including matrices with occupations that no electronic state has. It concerns Mulliken populations alone, and Mayer sums play no part in it.

In the proof, `hY` is $SK=0$, `hK` follows by multiplying with $S^{-1}$, and the closing `calc` block turns `hK` into the commutation relation. The direction from block diagonality to invariance is the preceding theorem.

```lean
/-- For an invertible overlap matrix, an invertible basis change preserves the Mulliken
populations of every Hermitian density matrix exactly when it is block diagonal over atoms. -/
theorem mulliken_invariant_iff (atom : n → α) {S T : Matrix n n ℂ}
    (hS : IsUnit S.det) (hT : IsUnit T.det) :
    (∀ P : Matrix n n ℂ, P.IsHermitian → ∀ A,
      mulliken atom (newDensity T P) (newOverlap T S) A = mulliken atom P S A)
      ↔ IsAtomDiagonal atom T := by
  refine ⟨fun h => (isAtomDiagonal_iff_commute atom T).2 fun A => ?_,
    fun h P _ => (populations_and_mayer_invariant atom hT h P S).1⟩
  have hY : S * (T * selector atom A * T⁻¹ - selector atom A) = 0 := by
    refine eq_zero_of_trace_hermitian fun P hP => ?_
    have h1 := h P hP A
    rw [mulliken_new atom hT, mulliken_eq_trace] at h1
    rw [Matrix.mul_assoc, Matrix.trace_mul_comm, Matrix.mul_assoc, Matrix.sub_mul,
      Matrix.trace_sub, h1, sub_self]
  -- cancel the overlap matrix, then the inverse of `T`
  have hK : T * selector atom A * T⁻¹ = selector atom A := by
    have h2 := congrArg (fun X => S⁻¹ * X) hY
    simp only [← Matrix.mul_assoc, Matrix.nonsing_inv_mul S hS, Matrix.one_mul,
      Matrix.mul_zero] at h2
    exact sub_eq_zero.1 h2
  calc T * selector atom A = T * selector atom A * (T⁻¹ * T) := by
        rw [Matrix.nonsing_inv_mul T hT, Matrix.mul_one]
    _ = T * selector atom A * T⁻¹ * T := by simp only [Matrix.mul_assoc]
    _ = selector atom A * T := by rw [hK]
```

## A bond order lost by mixing two atoms

Take two atoms, 0 and 1, with one orthonormal function each, and let two electrons occupy the bonding orbital $(\chi_0+\chi_1)/\sqrt2$. Then $S=1$, every element of $P$ is 1, and $M_{01}=1$. Now replace $\chi_1$ by $\chi_0+\chi_1$ and keep it assigned to atom 1:

$$T=\begin{pmatrix}1&1\\0&1\end{pmatrix},\qquad P'S'=T^{-1}\begin{pmatrix}1&1\\1&1\end{pmatrix}T=\begin{pmatrix}0&0\\1&2\end{pmatrix}.$$

The Mayer sum is now $0\cdot1=0$. The diagonal shows that the populations have moved from 1 and 1 to 0 and 2: the occupied orbital has become a function of atom 1 alone. The new function has norm $\sqrt2$. Normalising it changes the lower left element of $P'S'$ from 1 to $\sqrt2$ and leaves the Mayer sum at 0.

In Lean, the atom map is the identity on `Fin 2`, and the overlap matrix is `1`. The proof checks that $T$ is invertible, supplies its inverse explicitly, and evaluates the sums. The theorem states the two Mayer values.

```lean
/-- For two atoms with one orthonormal function each and all density matrix elements
equal to 1, adding the first function to the second changes the Mayer sum from 1 to 0. -/
theorem mayer_changes_under_mixing :
    mayer (id : Fin 2 → Fin 2) !![1, 1; 1, 1] 1 0 1 = 1 ∧
    mayer (id : Fin 2 → Fin 2) (newDensity !![1, 1; 0, 1] !![1, 1; 1, 1])
      (newOverlap !![1, 1; 0, 1] 1) 0 1 = 0 := by
  have hT : IsUnit (!![1, 1; 0, 1] : Matrix (Fin 2) (Fin 2) ℂ).det := by
    simp [Matrix.det_fin_two]
  have hinv : (!![1, 1; 0, 1] : Matrix (Fin 2) (Fin 2) ℂ)⁻¹ = !![1, -1; 0, 1] := by
    apply Matrix.inv_eq_right_inv
    ext i j
    fin_cases i <;> fin_cases j <;> simp [Matrix.mul_apply, Fin.sum_univ_succ]
  constructor
  · simp [mayer, Finset.sum_filter]
  · unfold mayer
    rw [newDensity_mul_newOverlap hT, hinv]
    simp [Finset.sum_filter, Fin.sum_univ_two, Matrix.mul_apply]

end

end AtomicBasisChange
```

```lean
#print axioms AtomicBasisChange.populations_and_mayer_invariant
-- 'AtomicBasisChange.populations_and_mayer_invariant' depends on axioms: [propext, Classical.choice, Quot.sound]
#print axioms AtomicBasisChange.mulliken_invariant_iff
-- 'AtomicBasisChange.mulliken_invariant_iff' depends on axioms: [propext, Classical.choice, Quot.sound]
#print axioms AtomicBasisChange.mayer_changes_under_mixing
-- 'AtomicBasisChange.mayer_changes_under_mixing' depends on axioms: [propext, Classical.choice, Quot.sound]
```
